# A linearly tilted barrier above the particle energy has less tunnelling action than the rectangle of the same width and mean height

The barrier is described here by its height above the particle energy, not by a potential and an energy given separately. At the entrance, x = 0, this height is φ. A uniform force lowers it linearly, so that at position x it is

φ − Fx,

where F is the downward slope, equal to the force on the particle, and d is the width of the barrier. A tunnel junction under bias has this shape if image forces and the structure of the electrodes are neglected. The units are those in which ħ and the particle mass are both 1, and all quantities are real numbers.

The comparison with a rectangle is made under three hypotheses: F > 0, d > 0 and Fd ≤ φ. The last says that the particle energy nowhere exceeds the barrier between 0 and d, although it may touch the barrier top at the exit. Together the three imply φ > 0, which therefore needs no hypothesis of its own.

```lean
import Mathlib

open Real

namespace TiltedTunnelBarrier

noncomputable section
```

## Decay constant and action

Under the barrier a wave function of the WKB type decays locally at the rate

κ(x) = √(2(φ − Fx)).

In the code κ(x) is `decay φ F x`. It is defined for every real x and is set to zero where the barrier lies below the energy, so a classically allowed stretch adds nothing to the exponent.

```lean
/-- Local decay constant at position `x` under a barrier of height `φ - F x` above the particle
energy, in units with `ħ = m = 1`; it is zero where the barrier lies below the energy. -/
def decay (φ F x : ℝ) : ℝ := √(2 * (φ - F * x))
```

The tunnelling action is the accumulated decay,

S = ∫₀ᵈ κ(x) dx.

It is a number fixed by φ, F and d, written `action φ F d`. No Schrödinger equation is solved: the WKB form of the exponent is taken as the starting point, and the theorems concern this integral.

```lean
/-- Tunnelling action of the tilted barrier of width `d`: the integral of the decay constant. -/
def action (φ F d : ℝ) : ℝ := ∫ x in (0 : ℝ)..d, decay φ F x
```

Squaring the decay constant removes the root wherever the barrier is not below the energy:

κ(x)² = 2(φ − Fx) if Fx ≤ φ.

The later algebra uses this relation at the two edges.

```lean
/-- Under the barrier the squared decay constant is twice the local barrier height. -/
theorem decay_sq {φ F x : ℝ} (h : F * x ≤ φ) : decay φ F x ^ 2 = 2 * (φ - F * x) := by
  unfold decay
  exact Real.sq_sqrt (by linarith)
```

## The integral in closed form

For F ≠ 0 take the function

G(x) = −(2√2/(3F)) (φ − Fx)^(3/2).

By the chain rule,

G′(x) = −(2√2/(3F)) · (3/2) (φ − Fx)^(1/2) · (−F) = √2 (φ − Fx)^(1/2) = κ(x).

Hence

S = G(d) − G(0) = (2√2/(3F)) (φ^(3/2) − (φ − Fd)^(3/2)).

The one delicate point is the classical turning point, where φ − Fx = 0. The function κ has infinite slope there, but G is a power 3/2 and is still differentiable, with derivative zero. In the proof, `hder` is the derivative calculation, and the side condition `Or.inr` supplies the fact that the exponent is at least 1, which covers the turning point. With the continuity of κ in `hcont`, the fundamental theorem of calculus gives the result.

The theorem assumes only that F is nonzero. Beyond the turning point it agrees with the truncated κ, because Lean's real powers 1/2 and 3/2 of a negative number are both zero.

```lean
/-- The action of a linearly tilted barrier in closed form, for any nonzero slope `F`. -/
theorem action_closed_form {φ F : ℝ} (hF : F ≠ 0) (d : ℝ) :
    action φ F d =
      2 * √2 / (3 * F) * (φ ^ (3 / 2 : ℝ) - (φ - F * d) ^ (3 / 2 : ℝ)) := by
  -- the power 3/2 is differentiable also at the classical turning point
  have hder : ∀ x ∈ Set.uIcc 0 d, HasDerivAt
      (fun y : ℝ => -(2 * √2 / (3 * F)) * (φ - F * y) ^ (3 / 2 : ℝ)) (decay φ F x) x := by
    intro x _
    have h1 : HasDerivAt (fun y : ℝ => φ - F * y) (-F) x := by
      simpa using ((hasDerivAt_id' x).const_mul F).const_sub φ
    have h2 := (h1.rpow_const (p := 3 / 2) (Or.inr (by norm_num))).const_mul
      (-(2 * √2 / (3 * F)))
    refine h2.congr_deriv ?_
    rw [show (3 / 2 : ℝ) - 1 = 1 / 2 by norm_num, ← Real.sqrt_eq_rpow, decay,
      Real.sqrt_mul (by norm_num)]
    field_simp
  have hcont : Continuous (decay φ F) := by
    show Continuous (fun x : ℝ => √(2 * (φ - F * x)))
    fun_prop
  rw [action, intervalIntegral.integral_eq_sub_of_hasDerivAt hder
    (hcont.intervalIntegrable 0 d)]
  simp only [mul_zero, sub_zero]
  ring
```

## Three decay constants

The rest of the argument is algebra in three numbers: the decay constants at the entrance and the exit, and that of the rectangular barrier whose height is the mean, φ − Fd/2. Call them

u = κ(0) = √(2φ),
v = κ(d) = √(2(φ − Fd)),
m = √(2(φ − Fd/2)).

Since F and d are positive, the barrier is lower at the exit, so 0 ≤ v < u. The squares are linear in the height, and therefore

(u² + v²)/2 = (2φ + 2φ − 2Fd)/2 = 2φ − Fd = m².

So m is the root mean square of the two edge values. From here on, m always means this decay constant and not the particle mass, which the comment on `decay` also calls m. The theorem collects these three facts: the sign of v, the strict order of v and u, and the formula for m².

```lean
/-- The decay constant falls from the entrance to the exit of the barrier, and the squared decay
constant at the mean height is the average of the squared edge values. -/
theorem decay_edges {φ F d : ℝ} (hF : 0 < F) (hd : 0 < d) (h : F * d ≤ φ) :
    0 ≤ decay φ F d ∧ decay φ F d < decay φ F 0 ∧
      √(2 * (φ - F * d / 2)) ^ 2 = (decay φ F 0 ^ 2 + decay φ F d ^ 2) / 2 := by
  have hFd := mul_pos hF hd
  refine ⟨Real.sqrt_nonneg _, ?_, ?_⟩
  · unfold decay
    exact Real.sqrt_lt_sqrt (by linarith) (by linarith)
  · rw [Real.sq_sqrt (by linarith), decay_sq h, decay_sq (by linarith)]
    ring
```

The closed form can now be rewritten so that the slope F no longer appears in a denominator. For x ≥ 0,

2√2 x^(3/2) = (√(2x))³,

which turns the closed form into

3F S = u³ − v³ = (u − v)(u² + uv + v²).

The difference of the squared edge values is

u² − v² = (u − v)(u + v) = 2Fd.

Multiplying the first relation by u + v and inserting the second gives

3F S (u + v) = 2Fd (u² + uv + v²),

and cancelling 3F leaves

S = (2/3) d (u² + uv + v²)/(u + v).

The denominator is positive because u > 0, even when v = 0. In the proof, `key` is the conversion of powers 3/2 into cubes, `hA` is the relation for 3F S, and `hs` is the difference of squares. The closing `linear_combination` multiplies `hA` and `hs` by the factors used above and checks that the resulting polynomial identity holds.

```lean
/-- The action expressed through the width and the decay constants at the two edges. -/
theorem action_eq_edges {φ F d : ℝ} (hF : 0 < F) (hd : 0 < d) (h : F * d ≤ φ) :
    action φ F d = 2 / 3 * d *
      (decay φ F 0 ^ 2 + decay φ F 0 * decay φ F d + decay φ F d ^ 2) /
        (decay φ F 0 + decay φ F d) := by
  have hFd := mul_pos hF hd
  obtain ⟨hv, huv, -⟩ := decay_edges hF hd h
  -- 2√2 times the power 3/2 of a nonnegative height is the cube of its decay constant
  have key : ∀ x : ℝ, 0 ≤ x → 2 * √2 * x ^ (3 / 2 : ℝ) = √(2 * x) ^ 3 := by
    intro x hx
    have h3 : x ^ (3 / 2 : ℝ) = √x ^ 3 := by
      rw [Real.sqrt_eq_rpow, ← Real.rpow_natCast, ← Real.rpow_mul hx]
      norm_num
    have h2 : √(2 : ℝ) ^ 2 = 2 := Real.sq_sqrt (by norm_num)
    rw [h3, Real.sqrt_mul (by norm_num)]
    linear_combination (-(√2 * √x ^ 3)) * h2
  have hu3 : 2 * √2 * φ ^ (3 / 2 : ℝ) = decay φ F 0 ^ 3 := by
    rw [key φ (by linarith), decay, mul_zero, sub_zero]
  have hv3 : 2 * √2 * (φ - F * d) ^ (3 / 2 : ℝ) = decay φ F d ^ 3 := by
    rw [key _ (by linarith), decay]
  have hA : 3 * F * action φ F d = decay φ F 0 ^ 3 - decay φ F d ^ 3 := by
    rw [action_closed_form hF.ne' d, ← hu3, ← hv3]
    field_simp
  have hs : decay φ F 0 ^ 2 - decay φ F d ^ 2 = 2 * F * d := by
    rw [decay_sq h, decay_sq (by linarith)]
    ring
  rw [eq_div_iff (by linarith)]
  apply mul_left_cancel₀ (show 3 * F ≠ 0 by positivity)
  linear_combination (decay φ F 0 + decay φ F d) * hA +
    (decay φ F 0 ^ 2 + decay φ F 0 * decay φ F d + decay φ F d ^ 2) * hs
```

## Comparison with the rectangle of mean height

The rectangular barrier has the constant decay rate m and hence the action d·m. The claim S < d·m, divided by d and cleared of its denominator, reads

2(u² + uv + v²) < 3m(u + v).

Both sides are positive, so their squares may be compared instead. With m² = (u² + v²)/2,

9m²(u + v)² − 4(u² + uv + v²)²
= (9/2)(u² + v²)(u + v)² − 4(u² + uv + v²)²
= (1/2)(u − v)²(u² + v² + 4uv).

The last expression is positive because u > v ≥ 0, which proves the strict inequality.

The theorem `tilted_barrier_action` states both parts of the result with the integral written out. Its first part is the closed form, and its second is the strict bound by `d * √(2 * (φ - F * d / 2))`, the width times m. In the proof, `hsq` is the identity for the difference of squares, `hpos` is its positivity, and `sq_lt_sq₀` passes from the squares back to the nonnegative quantities themselves.

```lean
/-- Tilted tunnel barrier: the action has the stated closed form and is strictly smaller than
the action of the rectangular barrier of the same width and mean height. -/
theorem tilted_barrier_action {φ F d : ℝ} (hF : 0 < F) (hd : 0 < d) (h : F * d ≤ φ) :
    (∫ x in (0 : ℝ)..d, √(2 * (φ - F * x))) =
        2 * √2 / (3 * F) * (φ ^ (3 / 2 : ℝ) - (φ - F * d) ^ (3 / 2 : ℝ)) ∧
      (∫ x in (0 : ℝ)..d, √(2 * (φ - F * x))) < d * √(2 * (φ - F * d / 2)) := by
  refine ⟨action_closed_form hF.ne' d, ?_⟩
  change action φ F d < _
  obtain ⟨hv, huv, hm⟩ := decay_edges hF hd h
  have hm0 := Real.sqrt_nonneg (2 * (φ - F * d / 2))
  rw [action_eq_edges hF hd h]
  set u := decay φ F 0
  set v := decay φ F d
  set m := √(2 * (φ - F * d / 2))
  have hu : 0 < u := by linarith
  -- compare squares; the difference carries the factor (u - v)²
  have hpos : 0 < (u - v) ^ 2 * (u ^ 2 + v ^ 2 + 4 * (u * v)) :=
    mul_pos (pow_pos (by linarith) 2) (by positivity)
  have hsq : (3 * m * (u + v)) ^ 2 - (2 * (u ^ 2 + u * v + v ^ 2)) ^ 2 =
      (u - v) ^ 2 * (u ^ 2 + v ^ 2 + 4 * (u * v)) / 2 := by
    linear_combination 9 * (u + v) ^ 2 * hm
  have hlt : 2 * (u ^ 2 + u * v + v ^ 2) < 3 * m * (u + v) :=
    (sq_lt_sq₀ (by positivity) (by positivity)).mp (by linarith)
  rw [div_lt_iff₀ (by linarith)]
  linarith [mul_lt_mul_of_pos_left hlt hd]
```

The condition Fd ≤ φ matters for the inequality. Take φ = 1, F = 1 and d = 2, so that the barrier meets the energy at x = 1 and lies below it afterwards. The action is then

S = ∫₀¹ √(2(1 − x)) dx = 2√2/3 ≈ 0.943,

while the mean height φ − Fd/2 is zero and the comparison rectangle has action 0. The inequality would read 0.943 < 0.

## How far the two actions can differ

The rectangle overestimates the action, but only by a bounded fraction. The lower bound

(2√2/3) d·m ≤ S

is equivalent, after insertion of the edge formula for S and division by 2d/3, to

√2 m(u + v) ≤ u² + uv + v².

Squaring once more and using 2m² = u² + v²,

(u² + uv + v²)² − 2m²(u + v)² = (uv)² ≥ 0.

Since 2√2/3 ≈ 0.943, the tilted action is never less than about 94% of the rectangular one. The proof has the same layout as before: `hsq` is the identity, and `sq_le_sq₀` removes the squares.

```lean
/-- The action of the tilted barrier is at least `2√2/3` times that of the rectangular barrier
of the same width and mean height. -/
theorem mean_barrier_accuracy {φ F d : ℝ} (hF : 0 < F) (hd : 0 < d) (h : F * d ≤ φ) :
    2 * √2 / 3 * (d * √(2 * (φ - F * d / 2))) ≤ action φ F d := by
  obtain ⟨hv, huv, hm⟩ := decay_edges hF hd h
  have hm0 := Real.sqrt_nonneg (2 * (φ - F * d / 2))
  rw [action_eq_edges hF hd h]
  set u := decay φ F 0
  set v := decay φ F d
  set m := √(2 * (φ - F * d / 2))
  have hu : 0 < u := by linarith
  have h2 : √(2 : ℝ) ^ 2 = 2 := Real.sq_sqrt (by norm_num)
  -- the squares differ by (u v)²
  have hsq : (u ^ 2 + u * v + v ^ 2) ^ 2 - (√2 * m * (u + v)) ^ 2 = (u * v) ^ 2 := by
    linear_combination (-(m ^ 2 * (u + v) ^ 2)) * h2 - 2 * (u + v) ^ 2 * hm
  have hle : √2 * m * (u + v) ≤ u ^ 2 + u * v + v ^ 2 :=
    (sq_le_sq₀ (by positivity) (by positivity)).mp (by linarith [sq_nonneg (u * v)])
  rw [le_div_iff₀ (by linarith)]
  linarith [mul_le_mul_of_nonneg_left hle hd.le]
```

The remainder (uv)² shows where this bound is attained. It vanishes when v = 0, that is, when Fd = φ and the barrier is a triangle that reaches the particle energy exactly at the exit. Then

S = (2/3) d √(2φ) and d·m = d √φ,

and their ratio is 2√2/3. At the opposite end, when F tends to zero at fixed φ and d, both u and v tend to √(2φ), and the two actions approach the common value d √(2φ).

A simple estimate from the other side uses the arithmetic mean of the edge decay constants, d(u + v)/2, which is the trapezoidal rule with a single interval. Subtracting it from the edge formula gives

S − d(u + v)/2 = d (4(u² + uv + v²) − 3(u + v)²)/(6(u + v)) = d (u − v)²/(6(u + v)) > 0.

Averaging the two edge decay constants therefore underestimates the action, whereas taking the decay constant at the average height overestimates it. The proof clears the denominator and uses the positivity of d(u − v)², recorded as `hpos`.

```lean
/-- The action of the tilted barrier exceeds the width times the average of the decay constants
at the two edges. -/
theorem edge_average_lt_action {φ F d : ℝ} (hF : 0 < F) (hd : 0 < d) (h : F * d ≤ φ) :
    d * ((decay φ F 0 + decay φ F d) / 2) < action φ F d := by
  obtain ⟨hv, huv, -⟩ := decay_edges hF hd h
  rw [action_eq_edges hF hd h, lt_div_iff₀ (by linarith)]
  have hpos : 0 < d * (decay φ F 0 - decay φ F d) ^ 2 :=
    mul_pos hd (pow_pos (by linarith) 2)
  linarith
```

## The tunnelling factor

In the WKB approximation the transmission through a thick barrier is governed by the factor exp(−2S). The exponential is increasing, so S < d·m gives

exp(−2d·m) < exp(−2S).

The tilted barrier thus has the larger tunnelling factor. For this one-dimensional, single-particle model of a biased junction, the result fixes the sign of the error made in the exponent when the barrier is replaced by a rectangle of mean height, and the lower bound on S limits its size. A small relative error in the exponent can still be a sizeable factor in the transmission: for d·m = 10, the two exponentials may differ by a factor of up to about 3.1.

The comparison concerns the exponential factors alone. Prefactors, reflection at the edges and the exact transmission coefficient do not enter, so the inequality between the exponentials need not carry over to the true transmissions.

The proof takes the second part of `tilted_barrier_action` and applies the monotonicity of the exponential.

```lean
/-- The WKB exponential factor of the tilted barrier is larger than that of the rectangular
barrier of the same width and mean height. -/
theorem tilted_transmission_gt {φ F d : ℝ} (hF : 0 < F) (hd : 0 < d) (h : F * d ≤ φ) :
    Real.exp (-2 * (d * √(2 * (φ - F * d / 2)))) < Real.exp (-2 * action φ F d) := by
  have hlt : action φ F d < d * √(2 * (φ - F * d / 2)) := (tilted_barrier_action hF hd h).2
  exact Real.exp_lt_exp.mpr (by linarith)

end

end TiltedTunnelBarrier
```

```lean
#print axioms TiltedTunnelBarrier.tilted_barrier_action
-- 'TiltedTunnelBarrier.tilted_barrier_action' depends on axioms: [propext, Classical.choice, Quot.sound]
#print axioms TiltedTunnelBarrier.mean_barrier_accuracy
-- 'TiltedTunnelBarrier.mean_barrier_accuracy' depends on axioms: [propext, Classical.choice, Quot.sound]
#print axioms TiltedTunnelBarrier.edge_average_lt_action
-- 'TiltedTunnelBarrier.edge_average_lt_action' depends on axioms: [propext, Classical.choice, Quot.sound]
#print axioms TiltedTunnelBarrier.tilted_transmission_gt
-- 'TiltedTunnelBarrier.tilted_transmission_gt' depends on axioms: [propext, Classical.choice, Quot.sound]
```
